# Closed form of the one-loop Pauli form-factor integral at spacelike momentum transfer

For every real $r>0$,

$$\int_0^1\frac{dy}{1+r\,y(1-y)}=\frac{2}{\sqrt{r(r+4)}}\,\log\frac{\sqrt{r+4}+\sqrt r}{\sqrt{r+4}-\sqrt r}.$$

Here $r=-q^2/m^2$, where $q$ is the four-momentum transferred to a lepton of mass $m$, in units with $c=1$ and the metric where spacelike transfer has $q^2<0$. At one loop, for a single lepton coupled to photons, the integral gives the Pauli form factor $F_2$ up to a constant factor. The value of $F_2$ at $q^2=0$ is the anomalous magnetic moment $(g-2)/2$, and its one-loop part is the leading relative radiative correction to the spin term in the Pauli Hamiltonian.

## The two integrals

```lean
import Mathlib

open MeasureTheory

namespace PauliFormFactor

noncomputable section
```

Write $J(r)$ for the integral above. In Lean it is `pauliIntegral r`, a function of one real number; the mass and the momentum enter only through $r$.

```lean
/-- The one-parameter Pauli integral `∫₀¹ dy / (1 + r y (1 - y))`, with `r = -q²/m²`. -/
def pauliIntegral (r : ℝ) : ℝ := ∫ y in (0 : ℝ)..1, 1 / (1 + r * (y * (1 - y)))
```

The form factor is taken as its Feynman-parameter integral,

$$F_2=\frac{\alpha}{2\pi}\int_0^1 dz\int_0^{1-z}dx\;\frac{2z(1-z)}{(1-z)^2+r\,x(1-z-x)}.$$

The three Feynman parameters are $z$, $x$ and $1-z-x$. The constant $\alpha$ is the fine-structure constant, which measures the strength of the photon coupling; Lean allows any real value. This formula is the starting point: the reduction of the vertex diagram to it is assumed. The definition `pauliFormFactor α r` is an iterated integral, with $x$ integrated first.

```lean
/-- For `r > -4`, the one-loop Pauli form factor `F₂` at coupling `α` and `r = -q²/m²`, as an
integral over two Feynman parameters `z` and `x`, the third being `1 - z - x`. -/
def pauliFormFactor (α r : ℝ) : ℝ :=
  α / (2 * Real.pi) * ∫ z in (0 : ℝ)..1, ∫ x in (0 : ℝ)..(1 - z),
    2 * z * (1 - z) / ((1 - z) ^ 2 + r * x * (1 - z - x))
```

## (a) Positivity below the pair threshold

**Task.** Let $r>-4$, that is $q^2<4m^2$, so that the virtual photon cannot create a real lepton pair. Show that for $0\le y\le1$

$$1+r\,y(1-y)>0.$$

**Solution.** Put $p=y(1-y)\ge0$. Since $1-4p=(2y-1)^2$,

$$1+rp=(r+4)p+(2y-1)^2.$$

If $p=0$, the left side is $1$. If $p>0$, the first term on the right is positive and the second is non-negative. Lean makes the same case split and gives both facts to `nlinarith`.

```lean
/-- For `r > -4`, that is `q² < 4m²`, the Feynman denominator is positive on `[0,1]`. -/
theorem denominator_pos {r y : ℝ} (hr : -4 < r) (hy : y ∈ Set.Icc (0 : ℝ) 1) :
    0 < 1 + r * (y * (1 - y)) := by
  have hp : 0 ≤ y * (1 - y) := mul_nonneg hy.1 (by linarith [hy.2])
  rcases hp.eq_or_lt with h | h
  · rw [← h]; norm_num
  · have h4 : 0 < r + 4 := by linarith
    nlinarith [mul_pos h4 h, sq_nonneg (2 * y - 1)]
```

## (b) Integrability

**Task.** For $r>-4$, show that the integrand of $J$ is integrable:

$$\int_0^1\left|\frac{1}{1+r\,y(1-y)}\right|dy<\infty.$$

**Solution.** By (a) the denominator is a continuous function without zeros on $[0,1]$. The quotient is therefore continuous on a compact interval, hence bounded and integrable. Lean's `IntervalIntegrable` expresses this, and the fundamental theorem of calculus will need it below.

```lean
/-- For `r > -4` the integrand of the Pauli integral is integrable on `[0,1]`. -/
theorem integrand_integrable {r : ℝ} (hr : -4 < r) :
    IntervalIntegrable (fun y : ℝ => 1 / (1 + r * (y * (1 - y)))) volume 0 1 := by
  apply ContinuousOn.intervalIntegrable
  rw [Set.uIcc_of_le zero_le_one]
  exact ContinuousOn.div continuousOn_const (by fun_prop)
    (fun y hy => (denominator_pos hr hy).ne')
```

## (c) The inner Feynman integral

**Task.** For $r>-4$ and $z<1$, show that

$$\int_0^{1-z}\frac{2z(1-z)}{(1-z)^2+r\,x(1-z-x)}\,dx=2z\,J(r).$$

**Solution.** Substitute $x=(1-z)y$. Then $dx=(1-z)\,dy$ and $1-z-x=(1-z)(1-y)$, so the denominator becomes $(1-z)^2\,[1+r\,y(1-y)]$. The integral is

$$\int_0^1\frac{2z(1-z)\cdot(1-z)}{(1-z)^2\,[1+r\,y(1-y)]}\,dy=2z\,J(r).$$

It would be wrong to claim this for all $z\in[0,1]$. At $z=1$ the left side is an integral over an interval of length zero and vanishes, while the right side is $2J(r)>0$. The hypothesis `hz : z < 1` excludes that point.

In the proof, `integral_comp_mul_left` performs the rescaling, `h2` evaluates the rescaled integral without its Jacobian as $\frac{2z}{1-z}J(r)$, and the last lines restore the factor $1-z$.

```lean
/-- For `r > -4` and fixed `z < 1`, the integral over the Feynman parameter `x` is `2z` times the
Pauli integral. -/
theorem inner_integral {r z : ℝ} (hr : -4 < r) (hz : z < 1) :
    ∫ x in (0 : ℝ)..(1 - z), 2 * z * (1 - z) / ((1 - z) ^ 2 + r * x * (1 - z - x))
      = 2 * z * pauliIntegral r := by
  have hc : 1 - z ≠ 0 := by linarith
  -- rescale x = (1 - z) y
  have h := intervalIntegral.integral_comp_mul_left (a := 0) (b := 1)
    (fun x : ℝ => 2 * z * (1 - z) / ((1 - z) ^ 2 + r * x * (1 - z - x))) hc
  rw [mul_zero, mul_one, smul_eq_mul] at h
  have h2 : ∫ y in (0 : ℝ)..1, 2 * z * (1 - z) /
      ((1 - z) ^ 2 + r * ((1 - z) * y) * (1 - z - (1 - z) * y))
      = 2 * z / (1 - z) * pauliIntegral r := by
    rw [pauliIntegral, ← intervalIntegral.integral_const_mul]
    apply intervalIntegral.integral_congr
    intro y hy
    rw [Set.uIcc_of_le zero_le_one] at hy
    have hd := (denominator_pos hr hy).ne'
    have e : (1 - z) ^ 2 + r * ((1 - z) * y) * (1 - z - (1 - z) * y)
        = (1 - z) ^ 2 * (1 + r * (y * (1 - y))) := by ring
    simp only [e]
    generalize 1 + r * (y * (1 - y)) = D at hd
    generalize 1 - z = c at hc
    field_simp
  have h3 := h.symm.trans h2
  rw [inv_mul_eq_iff_eq_mul₀ hc] at h3
  rw [h3, ← mul_assoc, mul_div_cancel₀ _ hc]
```

## (d) Reduction to one parameter

**Task.** For $r>-4$, show that

$$F_2=\frac{\alpha}{2\pi}\,J(r).$$

**Solution.** By (c) the inner integral equals $2z\,J(r)$ for every $z\in[0,1]$ except $z=1$. A single point has measure zero and does not affect the outer integral, so

$$F_2=\frac{\alpha}{2\pi}\,J(r)\int_0^1 2z\,dz=\frac{\alpha}{2\pi}\,J(r).$$

Lean records the exception in `hne`, which says that almost every $z$ differs from $1$, and replaces the integrand with `integral_congr_ae`.

```lean
/-- For `q² < 4m²` the form factor is `α/2π` times the one-parameter Pauli integral. -/
theorem pauliFormFactor_eq (α : ℝ) {r : ℝ} (hr : -4 < r) :
    pauliFormFactor α r = α / (2 * Real.pi) * pauliIntegral r := by
  have hne : ∀ᵐ z : ℝ, z ≠ 1 := by simp [ae_iff]
  have h1 : (∫ z in (0 : ℝ)..1, ∫ x in (0 : ℝ)..(1 - z),
      2 * z * (1 - z) / ((1 - z) ^ 2 + r * x * (1 - z - x)))
      = ∫ z in (0 : ℝ)..1, 2 * z * pauliIntegral r := by
    apply intervalIntegral.integral_congr_ae
    filter_upwards [hne] with z hz hmem
    rw [Set.uIoc_of_le zero_le_one] at hmem
    exact inner_integral hr (lt_of_le_of_ne hmem.2 hz)
  have h2 : ∫ z in (0 : ℝ)..1, 2 * z * pauliIntegral r = pauliIntegral r := by
    rw [intervalIntegral.integral_mul_const, intervalIntegral.integral_const_mul, integral_id]
    ring
  rw [pauliFormFactor, h1, h2]
```

## (e) Zero momentum transfer

**Task.** Show that at $r=0$

$$F_2=\frac{\alpha}{2\pi}.$$

**Solution.** The integrand of $J(0)$ is $1$, so $J(0)=1$, and (d) gives the value. This is Schwinger's number, obtained here from the parameter integral and not from the Feynman rules.

```lean
/-- At `r = 0` the parameter integral for the one-loop form factor equals `α/2π`. -/
theorem schwinger (α : ℝ) : pauliFormFactor α 0 = α / (2 * Real.pi) := by
  rw [pauliFormFactor_eq α (by norm_num)]
  simp [pauliIntegral]
```

## (f) The logarithm at spacelike transfer

**Task.** For $r>0$, derive

$$J(r)=\frac{2}{\sqrt{r(r+4)}}\,\log\frac{\sqrt{r+4}+\sqrt r}{\sqrt{r+4}-\sqrt r}.$$

**Solution.** Let $\rho=\sqrt r$, $s=\sqrt{r+4}$ and $u=2y-1$. Since $4y(1-y)=1-u^2$,

$$4\,[1+r\,y(1-y)]=s^2-\rho^2u^2=(s+\rho u)(s-\rho u).$$

Both factors are positive, because $|u|\le1$ and $\rho<s$. Take

$$G(y)=\frac{1}{s\rho}\,\bigl[\log(s+\rho u)-\log(s-\rho u)\bigr].$$

With $du/dy=2$,

$$G'(y)=\frac{1}{s\rho}\left[\frac{2\rho}{s+\rho u}+\frac{2\rho}{s-\rho u}\right]=\frac{4}{s^2-\rho^2u^2}=\frac{1}{1+r\,y(1-y)}.$$

The endpoints are $u=1$ and $u=-1$, so

$$J(r)=G(1)-G(0)=\frac{2}{s\rho}\,\log\frac{s+\rho}{s-\rho},\qquad s\rho=\sqrt{r(r+4)}.$$

In the Lean proof $\rho$ is called `q`, which there is not the momentum. The factorisation is `key`, the derivative of $G$ is `hder`, and `integral_eq_sub_of_hasDerivAt` is the fundamental theorem of calculus. The case $r=0$ is rightly excluded: Lean sets $2/0=0$, so the formula would return $0$ where $J(0)=1$.

```lean
/-- Closed form of the Pauli integral at spacelike momentum transfer, `r > 0`. -/
theorem pauliIntegral_spacelike {r : ℝ} (hr : 0 < r) :
    pauliIntegral r = 2 / √(r * (r + 4)) *
      Real.log ((√(r + 4) + √r) / (√(r + 4) - √r)) := by
  rw [Real.sqrt_mul hr.le]
  have hq : 0 < √r := Real.sqrt_pos.mpr hr
  have hqs : √r < √(r + 4) := Real.sqrt_lt_sqrt hr.le (by linarith)
  have hq2 : √r ^ 2 = r := Real.sq_sqrt hr.le
  have hs2 : √(r + 4) ^ 2 = r + 4 := Real.sq_sqrt (by linarith)
  generalize √r = q at *
  generalize √(r + 4) = s at *
  have hs : 0 < s := hq.trans hqs
  -- the logarithmic antiderivative
  have hder : ∀ y ∈ Set.uIcc (0 : ℝ) 1, HasDerivAt
      (fun x : ℝ => 1 / (s * q) *
        (Real.log (s + q * (2 * x - 1)) - Real.log (s - q * (2 * x - 1))))
      (1 / (1 + r * (y * (1 - y)))) y := by
    intro y hy
    rw [Set.uIcc_of_le zero_le_one] at hy
    have hD := denominator_pos (by linarith : -4 < r) hy
    have hA : 0 < s + q * (2 * y - 1) := by nlinarith [mul_nonneg hq.le hy.1]
    have hB : 0 < s - q * (2 * y - 1) := by
      nlinarith [mul_nonneg hq.le (sub_nonneg.mpr hy.2)]
    have key : (s + q * (2 * y - 1)) * (s - q * (2 * y - 1))
        = 4 * (1 + r * (y * (1 - y))) := by
      linear_combination hs2 - (2 * y - 1) ^ 2 * hq2
    have h0 : HasDerivAt (fun x : ℝ => q * (2 * x - 1)) (2 * q) y :=
      ((((hasDerivAt_id' y).const_mul 2).sub_const 1).const_mul q).congr_deriv (by ring)
    have h1 := (h0.const_add s).log hA.ne'
    have h2 := (h0.const_sub s).log hB.ne'
    refine ((h1.fun_sub h2).const_mul (1 / (s * q))).congr_deriv ?_
    have e : 2 * q / (s + q * (2 * y - 1)) - -(2 * q) / (s - q * (2 * y - 1))
        = q * s / (1 + r * (y * (1 - y))) := by
      rw [div_sub_div _ _ hA.ne' hB.ne', div_eq_div_iff (mul_pos hA hB).ne' hD.ne']
      linear_combination (-(q * s)) * key
    rw [e]
    generalize 1 + r * (y * (1 - y)) = D at hD
    field_simp
  rw [pauliIntegral, intervalIntegral.integral_eq_sub_of_hasDerivAt hder
    (integrand_integrable (by linarith)), Real.log_div (by linarith) (by linarith)]
  have e1 : s + q * (2 * 1 - 1) = s + q := by ring
  have e2 : s - q * (2 * 1 - 1) = s - q := by ring
  have e3 : s + q * (2 * 0 - 1) = s - q := by ring
  have e4 : s - q * (2 * 0 - 1) = s + q := by ring
  simp only [e1, e2, e3, e4]
  ring
```

## (g) The form factor at spacelike transfer

**Task.** For $r>0$, conclude that

$$F_2=\frac{\alpha}{2\pi}\cdot\frac{2}{\sqrt{r(r+4)}}\,\log\frac{\sqrt{r+4}+\sqrt r}{\sqrt{r+4}-\sqrt r}.$$

**Solution.** Since $r>0$ implies $r>-4$, (d) applies. Insert (f) for $J(r)$; Lean does this with two rewrites.

```lean
/-- Closed form of the one-loop Pauli form factor at spacelike momentum transfer. -/
theorem pauliFormFactor_spacelike (α : ℝ) {r : ℝ} (hr : 0 < r) :
    pauliFormFactor α r = α / (2 * Real.pi) * (2 / √(r * (r + 4)) *
      Real.log ((√(r + 4) + √r) / (√(r + 4) - √r))) := by
  rw [pauliFormFactor_eq α (by linarith), pauliIntegral_spacelike hr]
```

## (h) Timelike transfer below threshold

**Task.** Let $q^2=t\,m^2$ with $0<t<4$, so that $r=-t$. Show that

$$J(-t)=\frac{4}{\sqrt{t(4-t)}}\,\arctan\frac{\sqrt t}{\sqrt{4-t}}.$$

**Solution.** Let $b=\sqrt t$, $a=\sqrt{4-t}$ and again $u=2y-1$. The denominator is now a sum of squares:

$$4\,[1-t\,y(1-y)]=a^2+b^2u^2.$$

An antiderivative is $H(y)=\frac{2}{ab}\arctan\frac{bu}{a}$, because

$$H'(y)=\frac{2}{ab}\cdot\frac{2b/a}{1+b^2u^2/a^2}=\frac{4}{a^2+b^2u^2}=\frac{1}{1-t\,y(1-y)}.$$

The arctangent is odd, so $H(1)-H(0)=\frac{4}{ab}\arctan\frac ba$. The Lean proof has the same structure as in (f), with `key` now holding the sum of squares.

```lean
/-- Closed form of the Pauli integral at timelike momentum transfer `q² = t m²` with
`0 < t < 4`. -/
theorem pauliIntegral_timelike {t : ℝ} (ht : 0 < t) (ht4 : t < 4) :
    pauliIntegral (-t) = 4 / √(t * (4 - t)) * Real.arctan (√t / √(4 - t)) := by
  rw [Real.sqrt_mul ht.le]
  have hb : 0 < √t := Real.sqrt_pos.mpr ht
  have ha : 0 < √(4 - t) := Real.sqrt_pos.mpr (by linarith)
  have hb2 : √t ^ 2 = t := Real.sq_sqrt ht.le
  have ha2 : √(4 - t) ^ 2 = 4 - t := Real.sq_sqrt (by linarith)
  generalize √t = b at *
  generalize √(4 - t) = a at *
  -- the arctangent antiderivative
  have hder : ∀ y ∈ Set.uIcc (0 : ℝ) 1, HasDerivAt
      (fun x : ℝ => 2 / (a * b) * Real.arctan (b * (2 * x - 1) / a))
      (1 / (1 + -t * (y * (1 - y)))) y := by
    intro y hy
    rw [Set.uIcc_of_le zero_le_one] at hy
    have hD := denominator_pos (by linarith : -4 < -t) hy
    have key : a ^ 2 + (b * (2 * y - 1)) ^ 2 = 4 * (1 + -t * (y * (1 - y))) := by
      linear_combination ha2 + (2 * y - 1) ^ 2 * hb2
    have h0 : HasDerivAt (fun x : ℝ => b * (2 * x - 1) / a) (2 * b / a) y :=
      (((((hasDerivAt_id' y).const_mul 2).sub_const 1).const_mul b).div_const a).congr_deriv
        (by ring)
    refine (h0.arctan.const_mul (2 / (a * b))).congr_deriv ?_
    generalize 1 + -t * (y * (1 - y)) = D at *
    have e : 1 + (b * (2 * y - 1) / a) ^ 2 = 4 * D / a ^ 2 := by
      rw [← key, div_pow, add_div, div_self (pow_pos ha 2).ne']
    rw [e]
    field_simp
    norm_num
  rw [pauliIntegral, intervalIntegral.integral_eq_sub_of_hasDerivAt hder
    (integrand_integrable (by linarith))]
  have e1 : b * (2 * 1 - 1) / a = b / a := by ring
  have e2 : b * (2 * 0 - 1) / a = -(b / a) := by ring
  simp only [e1, e2, Real.arctan_neg]
  ring
```

## (i) Bounds at small momentum transfer

**Task.** For $r\ge0$, show that

$$1-\frac r6\;\le\;J(r)\;\le\;1-\frac r6+\frac{r^2}{30}.$$

**Solution.** Put $w=r\,y(1-y)\ge0$. From $(1-w)(1+w)=1-w^2\le1$ and $(1-w+w^2)(1+w)=1+w^3\ge1$, division by $1+w>0$ gives

$$1-w\le\frac1{1+w}\le1-w+w^2.$$

Integrate over $[0,1]$ with

$$\int_0^1y(1-y)\,dy=\frac16,\qquad\int_0^1y^2(1-y)^2\,dy=\frac13-\frac12+\frac15=\frac1{30}.$$

In Lean, `hpoly c` integrates the polynomial $1-r\,y(1-y)+c\,y^2(1-y)^2$. The lower bound uses $c=0$ and the upper bound $c=r^2$, and `integral_mono_on` carries each pointwise inequality over to the integrals.

```lean
/-- At spacelike or zero momentum transfer the Pauli integral lies between `1 - r/6` and
`1 - r/6 + r²/30`. -/
theorem pauliIntegral_bounds {r : ℝ} (hr : 0 ≤ r) :
    1 - r / 6 ≤ pauliIntegral r ∧ pauliIntegral r ≤ 1 - r / 6 + r ^ 2 / 30 := by
  have hint (c : ℝ) : IntervalIntegrable
      (fun y : ℝ => 1 - r * (y * (1 - y)) + c * (y * (1 - y)) ^ 2) volume 0 1 :=
    Continuous.intervalIntegrable (by fun_prop) _ _
  have hpoly (c : ℝ) : ∫ y in (0 : ℝ)..1, (1 - r * (y * (1 - y)) + c * (y * (1 - y)) ^ 2)
      = 1 - r / 6 + c / 30 := by
    have hder : ∀ y ∈ Set.uIcc (0 : ℝ) 1, HasDerivAt
        (fun x : ℝ => x - r * (x ^ 2 / 2 - x ^ 3 / 3)
          + c * (x ^ 3 / 3 - x ^ 4 / 2 + x ^ 5 / 5))
        (1 - r * (y * (1 - y)) + c * (y * (1 - y)) ^ 2) y := by
      intro y _
      have h2 : HasDerivAt (fun x : ℝ => x ^ 2) (2 * y) y := by simpa using hasDerivAt_pow 2 y
      have h3 : HasDerivAt (fun x : ℝ => x ^ 3) (3 * y ^ 2) y := by
        simpa using hasDerivAt_pow 3 y
      have h4 : HasDerivAt (fun x : ℝ => x ^ 4) (4 * y ^ 3) y := by
        simpa using hasDerivAt_pow 4 y
      have h5 : HasDerivAt (fun x : ℝ => x ^ 5) (5 * y ^ 4) y := by
        simpa using hasDerivAt_pow 5 y
      exact (((hasDerivAt_id' y).fun_sub
        (((h2.div_const 2).fun_sub (h3.div_const 3)).const_mul r)).fun_add
        ((((h3.div_const 3).fun_sub (h4.div_const 2)).fun_add
          (h5.div_const 5)).const_mul c)).congr_deriv (by ring)
    rw [intervalIntegral.integral_eq_sub_of_hasDerivAt hder (hint c)]
    ring
  have hJ := integrand_integrable (by linarith : -4 < r)
  -- compare integrands through 1 - u ≤ 1/(1+u) ≤ 1 - u + u²
  constructor
  · have h := intervalIntegral.integral_mono_on zero_le_one (hint 0) hJ (fun y hy => by
      rw [le_div_iff₀ (denominator_pos (by linarith) hy)]
      nlinarith [sq_nonneg (r * (y * (1 - y)))])
    rw [hpoly 0] at h
    unfold pauliIntegral
    linarith
  · have h := intervalIntegral.integral_mono_on zero_le_one hJ (hint (r ^ 2)) (fun y hy => by
      rw [div_le_iff₀ (denominator_pos (by linarith) hy)]
      have hu : 0 ≤ r * (y * (1 - y)) :=
        mul_nonneg hr (mul_nonneg hy.1 (by linarith [hy.2]))
      linarith [pow_nonneg hu 3, show (1 - r * (y * (1 - y)) + r ^ 2 * (y * (1 - y)) ^ 2)
        * (1 + r * (y * (1 - y))) = 1 + (r * (y * (1 - y))) ^ 3 by ring])
    rw [hpoly (r ^ 2)] at h
    exact h

end

end PauliFormFactor
```

```lean
#print axioms PauliFormFactor.schwinger
#print axioms PauliFormFactor.pauliFormFactor_spacelike
#print axioms PauliFormFactor.pauliIntegral_timelike
#print axioms PauliFormFactor.pauliIntegral_bounds
```

```
'PauliFormFactor.schwinger' depends on axioms: [propext, Classical.choice, Quot.sound]
'PauliFormFactor.pauliFormFactor_spacelike' depends on axioms: [propext, Classical.choice, Quot.sound]
'PauliFormFactor.pauliIntegral_timelike' depends on axioms: [propext, Classical.choice, Quot.sound]
'PauliFormFactor.pauliIntegral_bounds' depends on axioms: [propext, Classical.choice, Quot.sound]
```
